# Guided path probabilities from a positive eigenvector of a nonnegative matrix

## Two states and two steps

Take two configurations, labelled 0 and 1, and the matrix

$$M=\begin{pmatrix}1&4\\1&1\end{pmatrix},\qquad g=\begin{pmatrix}2\\1\end{pmatrix},\qquad Mg=3g .$$

The rows of $M$ sum to 5 and 2, so its elements are not transition probabilities. Multiply each element $M_{ij}$ by $g_j/(3g_i)$:

$$K=\begin{pmatrix}1/3&2/3\\2/3&1/3\end{pmatrix}.$$

Now every row sums to one. The path $1\to0\to0$ has $M$-weight $1\cdot1=1$, and its probability under $K$, given the start, is

$$\frac{1\cdot g_0}{3g_1}\cdot\frac{1\cdot g_0}{3g_0}=\frac{g_0}{3^2g_1}=\frac29 .$$

The factor $g_0$ of the intermediate configuration enters once above and once below the fraction line, and cancels. Only the endpoints remain.

## Propagator and guiding function

In an imaginary-time path integral, $M$ plays the part of a short-time propagator, such as $e^{-\tau H}$ for a Hamiltonian $H$ and time step $\tau$, on a finite set of configurations. The matrix of the opening example only illustrates the algebra: it is not symmetric and has the eigenvalue $-1$ besides 3, so it is not $e^{-\tau H}$ for any Hermitian $H$. A path $\gamma=(\gamma_0,\dots,\gamma_P)$ of $P$ steps has the weight

$$W_M(\gamma)=\prod_{k=0}^{P-1}M_{\gamma_k\gamma_{k+1}} .$$

Three conditions are assumed:

- $M_{ij}\ge0$: path weights have no sign problem in the chosen basis.
- $g_i>0$: the guiding function has no nodes.
- $Mg=\lambda g$ with $\lambda>0$: the guiding function is an exact eigenvector. For $M=e^{-\tau H}$ and an eigenstate of energy $E$, $\lambda=e^{-\tau E}$. For Hermitian $H$ and $\tau>0$ the other two conditions force $E$ to be the ground-state energy, because a positive eigenvector of a nonnegative matrix belongs to its eigenvalue of largest modulus, a standard fact not proved here.

The guided kernel is $K_{ij}=M_{ij}g_j/(\lambda g_i)$. The main result says that $K$ is nonnegative with unit row sums, and that

$$W_K(\gamma)=W_M(\gamma)\,\frac{g_{\gamma_P}}{\lambda^P g_{\gamma_0}} .$$

This bears on ground-state path sampling in quantum Monte Carlo: for a finite model with a nonnegative propagator whose matrix elements and positive eigenvector are known exactly, paths can be generated step by step, each step drawn directly from a row of $K$, without branching or rejection.

## From one link to a whole path

**One link.** By definition, $\lambda g_iK_{ij}=M_{ij}g_j$.

**Row sums.** Summing over $j$ gives $\lambda g_i\sum_jK_{ij}=(Mg)_i$. Since $\lambda g_i>0$, all row sums are one exactly when $(Mg)_i=\lambda g_i$ for every $i$. Nonnegativity of $K$ follows from that of $M$ and the positivity of $g$ and $\lambda$.

**Path.** Multiplying the links,

$$W_K(\gamma)=\prod_{k=0}^{P-1}\frac{M_{\gamma_k\gamma_{k+1}}\,g_{\gamma_{k+1}}}{\lambda g_{\gamma_k}}
=\frac{W_M(\gamma)}{\lambda^P}\prod_{k=0}^{P-1}\frac{g_{\gamma_{k+1}}}{g_{\gamma_k}}
=W_M(\gamma)\frac{g_{\gamma_P}}{\lambda^Pg_{\gamma_0}} .$$

For $P=0$ both weights are empty products, equal to one, and the endpoint factor is $g_{\gamma_0}/g_{\gamma_0}=1$. With a single configuration, $M$ is the number $\lambda$ and $K=1$. For a closed path, as in a ring polymer, the factor is $\lambda^{-P}$.

## Sums over paths

Writing out the matrix product shows that $(M^P)_{xy}$ is the sum of $W_M(\gamma)$ over all $P$-step paths from $x$ to $y$. These paths share one endpoint factor, so

$$\lambda^Pg_x(K^P)_{xy}=(M^P)_{xy}\,g_y .$$

If $(M^P)_{xy}\ne0$, then $(K^P)_{xy}\ne0$ as well, and dividing the path formula by this relation gives

$$\frac{W_K(\gamma)}{(K^P)_{xy}}=\frac{W_M(\gamma)}{(M^P)_{xy}} .$$

With both endpoints fixed, guiding leaves the path distribution unchanged.

If only the start $x$ is fixed, solve the path formula for $W_M$, multiply by an observable $F(\gamma)$ and sum:

$$\sum_{\gamma_0=x}W_M(\gamma)F(\gamma)=\lambda^Pg_x\sum_{\gamma_0=x}W_K(\gamma)\frac{F(\gamma)}{g_{\gamma_P}} .$$

Under the three conditions above, the sum on the right is an average over guided paths.

Finally, let $h$ be a left eigenvector, $\sum_ih_iM_{ij}=\lambda h_j$. Then

$$\sum_ih_ig_iK_{ij}=\frac{g_j}{\lambda}\sum_ih_iM_{ij}=h_jg_j .$$

The vector $h_ig_i$ is unnormalised; when $h$ is nonnegative and not zero, $h_ig_i/\sum_kh_kg_k$ is a stationary probability distribution of $K$. For symmetric $M$ one may take $h=g$, which gives $g_i^2/\sum_kg_k^2$.

## How the Lean text expresses this

The type `n` is the configuration space, made finite by `Fintype n` where sums over it occur. `guided M g lam` is $K$, and `M *ᵥ g = lam • g` is the eigenvalue equation. A path is a function `γ : Fin (P + 1) → n`; link `k` runs from `γ k.castSucc` to `γ k.succ`, and the endpoints are `γ 0` and `γ (Fin.last P)`. Row index means "from", column index means "to".

The main theorem is `guided_path_sampling`. Probability appears there as a product of matrix elements, read as conditional on the starting point; no measure on path space is constructed. Fixed endpoints in sums are imposed by `if`, which sets all other terms to zero.

The hypotheses differ between theorems. Of the three conditions, the path identity, the power relation, the fixed-endpoint result and the reweighting formula use only $g>0$ and $\lambda>0$; the fixed-endpoint result also assumes that the element of $M^P$ between the endpoints is nonzero. They are algebraic identities for any real $M$, and acquire their probabilistic reading when $M$ is nonnegative and $g$ is an eigenvector. The existence of a positive eigenvector is assumed, and the time-step error of a short-time propagator does not enter.

## Normalising each row instead

For nonnegative $M$ and a positive but approximate $g$ with every $(Mg)_i>0$, the kernel could be defined as $M_{ij}g_j/(Mg)_i$. Its rows sum to one without an eigenvalue equation. The price is that a path probability becomes

$$W_M(\gamma)\,\frac{g_{\gamma_P}}{g_{\gamma_0}}\prod_{k=0}^{P-1}\frac{g_{\gamma_k}}{(Mg)_{\gamma_k}},$$

so for $P\ge2$ the correction in general depends on the configurations visited along the way and not on the endpoints alone. For an exact eigenvector the product is $\lambda^{-P}$, and the two definitions agree.

## The complete Lean file

```lean
import Mathlib

open Matrix

namespace GuidedPathSampling

noncomputable section

variable {n : Type*}

/-- The guided kernel `M i j * g j / (lam * g i)` built from a propagator `M`, a guiding
function `g` and a number `lam`. -/
def guided (M : Matrix n n ℝ) (g : n → ℝ) (lam : ℝ) : Matrix n n ℝ :=
  Matrix.of fun i j => M i j * g j / (lam * g i)

/-- The weight of a path of `P` steps: the product of the matrix elements along its links. -/
def pathWeight (M : Matrix n n ℝ) {P : ℕ} (γ : Fin (P + 1) → n) : ℝ :=
  ∏ k : Fin P, M (γ k.castSucc) (γ k.succ)

/-- For a single link, the guided kernel times `lam * g i` is the propagator times `g j`. -/
theorem guided_step (M : Matrix n n ℝ) {g : n → ℝ} {lam : ℝ}
    (hg : ∀ i, 0 < g i) (hlam : 0 < lam) (i j : n) :
    lam * g i * guided M g lam i j = M i j * g j := by
  have h1 : lam ≠ 0 := hlam.ne'
  have h2 : g i ≠ 0 := (hg i).ne'
  simp only [guided, Matrix.of_apply]
  field_simp

/-- The rows of the guided kernel sum to one exactly when the guiding function is an
eigenvector of the propagator with eigenvalue `lam`. -/
theorem guided_row_sum_iff [Fintype n] (M : Matrix n n ℝ) {g : n → ℝ} {lam : ℝ}
    (hg : ∀ i, 0 < g i) (hlam : 0 < lam) :
    (∀ i, ∑ j, guided M g lam i j = 1) ↔ M *ᵥ g = lam • g := by
  have key : ∀ i, lam * g i * ∑ j, guided M g lam i j = (M *ᵥ g) i := by
    intro i
    simp only [Matrix.mulVec, dotProduct]
    rw [Finset.mul_sum]
    exact Finset.sum_congr rfl fun j _ => guided_step M hg hlam i j
  constructor
  · intro h
    ext i
    rw [← key i, h i, mul_one, Pi.smul_apply, smul_eq_mul]
  · intro h i
    have hi := key i
    rw [h, Pi.smul_apply, smul_eq_mul] at hi
    exact mul_left_cancel₀ (mul_pos hlam (hg i)).ne' (by rw [hi, mul_one])

/-- Along a whole path the guiding factors telescope, so that only those of the two
endpoints remain. -/
theorem guided_path (M : Matrix n n ℝ) {g : n → ℝ} {lam : ℝ}
    (hg : ∀ i, 0 < g i) (hlam : 0 < lam) {P : ℕ} (γ : Fin (P + 1) → n) :
    lam ^ P * g (γ 0) * pathWeight (guided M g lam) γ
      = pathWeight M γ * g (γ (Fin.last P)) := by
  induction P with
  | zero => simp [pathWeight]
  | succ P ih =>
    -- split off the last link
    have e1 : (Fin.last P).succ = Fin.last (P + 1) := rfl
    have e2 : ∀ k : Fin P, k.castSucc.succ = k.succ.castSucc := fun _ => rfl
    have split : ∀ A : Matrix n n ℝ, pathWeight A γ
        = pathWeight A (fun k : Fin (P + 1) => γ k.castSucc)
          * A (γ (Fin.last P).castSucc) (γ (Fin.last (P + 1))) := by
      intro A
      simp only [pathWeight, Fin.prod_univ_castSucc, e1, e2]
    have h1 := ih (fun k => γ k.castSucc)
    have h2 := guided_step M hg hlam (γ (Fin.last P).castSucc) (γ (Fin.last (P + 1)))
    simp only [Fin.castSucc_zero] at h1
    rw [split (guided M g lam), split M, pow_succ]
    linear_combination
      lam * guided M g lam (γ (Fin.last P).castSucc) (γ (Fin.last (P + 1))) * h1
        + pathWeight M (fun k : Fin (P + 1) => γ k.castSucc) * h2

variable [Fintype n]

/-- For a nonnegative propagator with a positive eigenvector `g` and eigenvalue `lam > 0`, the
guided kernel is row-stochastic, and its probability for a path with given starting point is
the path weight times `g (end) / (lam ^ P * g (start))`. -/
theorem guided_path_sampling {M : Matrix n n ℝ} {g : n → ℝ} {lam : ℝ}
    (hM : ∀ i j, 0 ≤ M i j) (hg : ∀ i, 0 < g i) (hlam : 0 < lam)
    (hMg : M *ᵥ g = lam • g) :
    (∀ i j, 0 ≤ guided M g lam i j) ∧ (∀ i, ∑ j, guided M g lam i j = 1) ∧
      ∀ (P : ℕ) (γ : Fin (P + 1) → n), pathWeight (guided M g lam) γ
        = pathWeight M γ * (g (γ (Fin.last P)) / (lam ^ P * g (γ 0))) := by
  refine ⟨fun i j => ?_, (guided_row_sum_iff M hg hlam).2 hMg, fun P γ => ?_⟩
  · exact div_nonneg (mul_nonneg (hM i j) (hg j).le) (mul_pos hlam (hg i)).le
  · have hc : lam ^ P * g (γ 0) ≠ 0 := (mul_pos (pow_pos hlam P) (hg _)).ne'
    rw [← mul_div_assoc, eq_div_iff hc]
    linear_combination guided_path M hg hlam γ

/-- The discrete path integral: the weights of all `P`-step paths from `x` to `y` add up to
the matrix element of the `P`-th power. -/
theorem sum_paths [DecidableEq n] (M : Matrix n n ℝ) (P : ℕ) (x y : n) :
    ∑ γ : Fin (P + 1) → n,
      (if γ 0 = x ∧ γ (Fin.last P) = y then pathWeight M γ else 0) = (M ^ P) x y := by
  induction P generalizing x with
  | zero =>
    obtain ⟨e, he⟩ : ∃ e : n ≃ (Fin (0 + 1) → n), ∀ a i, e a i = a :=
      ⟨(Equiv.funUnique (Fin 1) n).symm, fun _ _ => rfl⟩
    rw [← e.sum_comp]
    simp [he, pathWeight, Matrix.one_apply, ite_and]
  | succ P ih =>
    -- split off the first configuration of the path
    obtain ⟨e, he⟩ : ∃ e : n × (Fin (P + 1) → n) ≃ (Fin (P + 1 + 1) → n),
        ∀ a γ, e (a, γ) = Fin.cons a γ :=
      ⟨Fin.consEquiv (fun _ => n), fun _ _ => rfl⟩
    have first : ∀ (a : n) (γ : Fin (P + 1) → n), e (a, γ) 0 = a := by
      intro a γ
      rw [he, Fin.cons_zero]
    have later : ∀ (a : n) (γ : Fin (P + 1) → n) (k : Fin (P + 1)),
        e (a, γ) k.succ = γ k := by
      intro a γ k
      rw [he, Fin.cons_succ]
    have last : ∀ (a : n) (γ : Fin (P + 1) → n),
        e (a, γ) (Fin.last (P + 1)) = γ (Fin.last P) :=
      fun a γ => later a γ (Fin.last P)
    have e3 : ∀ k : Fin P, k.succ.castSucc = k.castSucc.succ := fun _ => rfl
    have cons : ∀ (a : n) (γ : Fin (P + 1) → n),
        pathWeight M (e (a, γ)) = M a (γ 0) * pathWeight M γ := by
      intro a γ
      simp only [pathWeight]
      rw [Fin.prod_univ_succ]
      simp only [Fin.castSucc_zero, e3, first, later]
    have split : ∑ γ : Fin (P + 1 + 1) → n,
        (if γ 0 = x ∧ γ (Fin.last (P + 1)) = y then pathWeight M γ else 0)
        = ∑ a : n, ∑ γ : Fin (P + 1) → n,
          (if a = x ∧ γ (Fin.last P) = y then M a (γ 0) * pathWeight M γ else 0) := by
      rw [← e.sum_comp, Fintype.sum_prod_type]
      refine Finset.sum_congr rfl fun a _ => Finset.sum_congr rfl fun γ _ => ?_
      simp only [cons, first, last]
    rw [split, pow_succ', Matrix.mul_apply]
    simp_rw [← ih, Finset.mul_sum]
    rw [Finset.sum_comm]
    conv_rhs => rw [Finset.sum_comm]
    refine Finset.sum_congr rfl fun γ _ => ?_
    by_cases hy : γ (Fin.last P) = y <;> simp [hy]

/-- The `P`-step guided kernel and the `P`-step propagator differ only by `lam ^ P` and the
guiding factors of the endpoints. -/
theorem guided_pow [DecidableEq n] (M : Matrix n n ℝ) {g : n → ℝ} {lam : ℝ}
    (hg : ∀ i, 0 < g i) (hlam : 0 < lam) (P : ℕ) (x y : n) :
    lam ^ P * g x * (guided M g lam ^ P) x y = (M ^ P) x y * g y := by
  rw [← sum_paths (guided M g lam) P x y, ← sum_paths M P x y, Finset.mul_sum,
    Finset.sum_mul]
  refine Finset.sum_congr rfl fun γ _ => ?_
  split_ifs with h
  · rw [← h.1, ← h.2]
    exact guided_path M hg hlam γ
  · simp

/-- If the propagator connects the endpoints of a path in `P` steps, so does the guided kernel,
and the path has the same relative weight among all paths with these endpoints. -/
theorem guided_bridge [DecidableEq n] (M : Matrix n n ℝ) {g : n → ℝ} {lam : ℝ}
    (hg : ∀ i, 0 < g i) (hlam : 0 < lam) {P : ℕ} (γ : Fin (P + 1) → n)
    (hne : (M ^ P) (γ 0) (γ (Fin.last P)) ≠ 0) :
    (guided M g lam ^ P) (γ 0) (γ (Fin.last P)) ≠ 0 ∧
      pathWeight (guided M g lam) γ / (guided M g lam ^ P) (γ 0) (γ (Fin.last P))
        = pathWeight M γ / (M ^ P) (γ 0) (γ (Fin.last P)) := by
  have h1 := guided_path M hg hlam γ
  have h2 := guided_pow M hg hlam P (γ 0) (γ (Fin.last P))
  have hc : lam ^ P * g (γ 0) ≠ 0 := (mul_pos (pow_pos hlam P) (hg _)).ne'
  have hK : (guided M g lam ^ P) (γ 0) (γ (Fin.last P)) ≠ 0 := by
    intro h0
    rw [h0, mul_zero] at h2
    exact mul_ne_zero hne (hg _).ne' h2.symm
  refine ⟨hK, ?_⟩
  rw [div_eq_div_iff hK hne]
  apply mul_left_cancel₀ hc
  linear_combination (M ^ P) (γ 0) (γ (Fin.last P)) * h1 - pathWeight M γ * h2

/-- A weighted sum of an observable `F` over all paths from `x` equals `lam ^ P * g x` times
the sum of `F / g (end)` weighted with the guided kernel. -/
theorem guided_reweighting [DecidableEq n] (M : Matrix n n ℝ) {g : n → ℝ} {lam : ℝ}
    (hg : ∀ i, 0 < g i) (hlam : 0 < lam) {P : ℕ} (x : n) (F : (Fin (P + 1) → n) → ℝ) :
    ∑ γ : Fin (P + 1) → n, (if γ 0 = x then pathWeight M γ * F γ else 0)
      = lam ^ P * g x * ∑ γ : Fin (P + 1) → n,
        (if γ 0 = x then pathWeight (guided M g lam) γ * (F γ / g (γ (Fin.last P)))
          else 0) := by
  rw [Finset.mul_sum]
  refine Finset.sum_congr rfl fun γ _ => ?_
  split_ifs with h
  · have h1 := guided_path M hg hlam γ
    rw [h] at h1
    have hl : g (γ (Fin.last P)) ≠ 0 := (hg _).ne'
    rw [← mul_assoc, h1]
    field_simp
  · simp

/-- If `h` is a left eigenvector of the propagator with eigenvalue `lam`, the product `h i * g i`
is left unchanged by the guided kernel. -/
theorem guided_stationary (M : Matrix n n ℝ) {g h : n → ℝ} {lam : ℝ}
    (hg : ∀ i, 0 < g i) (hlam : 0 < lam) (hh : h ᵥ* M = lam • h) :
    (fun i => h i * g i) ᵥ* guided M g lam = fun i => h i * g i := by
  ext j
  have hj := congrFun hh j
  simp only [Matrix.vecMul, dotProduct, Pi.smul_apply, smul_eq_mul] at hj ⊢
  apply mul_left_cancel₀ hlam.ne'
  rw [Finset.mul_sum]
  calc ∑ i, lam * (h i * g i * guided M g lam i j)
      = ∑ i, h i * M i j * g j := Finset.sum_congr rfl fun i _ => by
        linear_combination h i * guided_step M hg hlam i j
    _ = lam * (h j * g j) := by rw [← Finset.sum_mul, hj]; ring

/-- The matrix with rows `(1, 4)` and `(1, 1)` is nonnegative and has the positive eigenvector `(2,
1)` with eigenvalue `3`; its guided kernel has rows `(1/3, 2/3)` and `(2/3, 1/3)`. -/
theorem guided_witness :
    (∀ i j, 0 ≤ (!![1, 4; 1, 1] : Matrix (Fin 2) (Fin 2) ℝ) i j) ∧
      (∀ i, 0 < (![2, 1] : Fin 2 → ℝ) i) ∧
      (!![1, 4; 1, 1] : Matrix (Fin 2) (Fin 2) ℝ) *ᵥ ![2, 1] = (3 : ℝ) • ![2, 1] ∧
      guided !![1, 4; 1, 1] ![2, 1] 3 = !![1 / 3, 2 / 3; 2 / 3, 1 / 3] := by
  refine ⟨?_, ?_, ?_, ?_⟩
  · intro i j
    fin_cases i <;> fin_cases j <;> norm_num
  · intro i
    fin_cases i <;> norm_num
  · ext i
    fin_cases i <;> norm_num [Matrix.mulVec, dotProduct, Fin.sum_univ_succ]
  · ext i j
    fin_cases i <;> fin_cases j <;> norm_num [guided]

end

end GuidedPathSampling
```

```lean
#print axioms GuidedPathSampling.guided_path_sampling
#print axioms GuidedPathSampling.guided_bridge
#print axioms GuidedPathSampling.guided_reweighting
#print axioms GuidedPathSampling.guided_stationary
```

```
'GuidedPathSampling.guided_path_sampling' depends on axioms: [propext, Classical.choice, Quot.sound]
'GuidedPathSampling.guided_bridge' depends on axioms: [propext, Classical.choice, Quot.sound]
'GuidedPathSampling.guided_reweighting' depends on axioms: [propext, Classical.choice, Quot.sound]
'GuidedPathSampling.guided_stationary' depends on axioms: [propext, Classical.choice, Quot.sound]
```

## How the proof follows the derivation

`guided_step` is the one-link identity; `field_simp` clears the denominators, which are nonzero by positivity. In `guided_row_sum_iff`, the auxiliary statement `key` is this identity summed over $j$. One direction substitutes unit row sums into it, and the other cancels $\lambda g_i$.

`guided_path` proves the telescoping by induction on $P$, in a form free of division. The local statement `split` separates the last link from the rest of the path. The induction hypothesis handles the shorter path, `guided_step` handles the last link, and `linear_combination` adds the two equations with the multipliers that make the intermediate guiding factor cancel. `guided_path_sampling` then combines nonnegativity, the row sums and this identity divided by $\lambda^Pg_{\gamma_0}$.

`sum_paths` also proceeds by induction, but removes the first configuration, matching $M^{P+1}=M\,M^P$. The equivalence `e` identifies a longer path with a pair consisting of its first configuration and the remaining path. The starting point is generalised because the remaining path may start anywhere. At $P=0$ the sum gives the identity matrix.

`guided_pow` rewrites both powers as path sums and applies `guided_path` term by term. `guided_bridge` first shows that the guided denominator is nonzero, then cross-multiplies and combines the path and power identities. `guided_reweighting` works term by term, cancelling the final guiding factor, while `guided_stationary` inserts the one-link identity into the column sum and uses the left eigenvalue equation.

`guided_witness` verifies the opening example entry by entry: the matrix is nonnegative, the vector is positive, the eigenvalue is 3, and the guided kernel is the matrix $K$ given there.
